# Thouless sum rule for a complete set of biorthonormal real RPA modes

After a full diagonalisation in the random-phase approximation (RPA), the computed spectrum can be tested by adding up frequency times squared transition dipole over all modes. For a complete biorthonormal set of modes in a finite real RPA problem, the total equals a quadratic form in the dipole vector, built from the RPA matrices without any eigenvectors. A mismatch therefore reveals an error such as a missing or wrongly normalised mode. Agreement does not prove the spectrum right: a mode with zero transition dipole does not contribute to the total, and the test does not tell whether the matrices themselves are right.

## Matrices, amplitudes and frequencies

Let $A$ and $B$ be real square matrices indexed by particle-hole pairs of spin orbitals. Column $i$ of $X$ holds the forward amplitudes $X_{ai}$ of mode $i$, and column $i$ of $Y$ its backward amplitudes $Y_{ai}$. The frequencies $w_i$ form the diagonal matrix $W$, written `diagonal w`. The RPA equations are

$$AX+BY=XW,\qquad BX+AY=-YW.$$

Set $P=X+Y$ and $Q=X-Y$. A real vector $d$ holds the dipole matrix elements of the pairs, so $(P^Td)_i$ is the transition amplitude of mode $i$.

In Lean, one finite type `n` labels both pairs and modes, so there are as many modes as pairs: one from each $\pm w$ couple of the full problem. Complex orbitals and truncated spectra are not covered. The signs of the frequencies are left free.

```lean
import Mathlib

open Matrix

namespace ThoulessSumRule

variable {n : Type*} [Fintype n] [DecidableEq n]
```

The structure `IsRPASolution` records the two equations and nothing else. Normalisation is a separate hypothesis.

```lean
/-- The RPA equations for real matrices `A`, `B`: the columns of `X` and `Y` are the forward and
backward amplitudes of the modes, and `w` lists their frequencies. -/
structure IsRPASolution (A B X Y : Matrix n n ℝ) (w : n → ℝ) : Prop where
  forward : A * X + B * Y = X * diagonal w
  backward : B * X + A * Y = -(Y * diagonal w)
```

## (a) Reduced equations

Show that $(A-B)Q=PW$ and $(A+B)P=QW$.

Subtract the second RPA equation from the first. The left side is $A(X-Y)-B(X-Y)=(A-B)Q$, and the right side is $XW+YW=PW$. Adding them gives $(A+B)(X+Y)=XW-YW=QW$. In the proof, `noncomm_ring` regroups the products without commuting matrices.

```lean
/-- The RPA equations in terms of the sums and differences of the amplitudes. -/
theorem IsRPASolution.reduced {A B X Y : Matrix n n ℝ} {w : n → ℝ}
    (h : IsRPASolution A B X Y w) :
    (A - B) * (X - Y) = (X + Y) * diagonal w ∧
      (A + B) * (X + Y) = (X - Y) * diagonal w := by
  constructor
  · calc (A - B) * (X - Y) = (A * X + B * Y) - (B * X + A * Y) := by noncomm_ring
      _ = (X + Y) * diagonal w := by rw [h.forward, h.backward]; noncomm_ring
  · calc (A + B) * (X + Y) = (A * X + B * Y) + (B * X + A * Y) := by noncomm_ring
      _ = (X - Y) * diagonal w := by rw [h.forward, h.backward]; noncomm_ring
```

## (b) Mode expansion of a matrix

Let $P^TQ=1$. Show that $MQ=PW$ holds exactly when $PWP^T=M$.

For square matrices a one-sided inverse is two-sided, so $QP^T=1$; this is `mul_eq_one_comm`. If $MQ=PW$, then $PWP^T=MQP^T=M$. Conversely, if $M=PWP^T$, then $MQ=PWP^TQ=PW$.

```lean
/-- For biorthonormal modes, the reduced equation `M Q = P W` is equivalent to the mode expansion
`P W Pᵀ = M`. -/
theorem mode_expansion_iff {M P Q : Matrix n n ℝ} {w : n → ℝ} (hPQ : Pᵀ * Q = 1) :
    M * Q = P * diagonal w ↔ P * diagonal w * Pᵀ = M := by
  -- biorthonormality of a square set of modes implies completeness
  have hQP : Q * Pᵀ = 1 := mul_eq_one_comm.mp hPQ
  constructor
  · intro e
    rw [← e, Matrix.mul_assoc, hQP, Matrix.mul_one]
  · intro e
    rw [← e, Matrix.mul_assoc, hPQ, Matrix.mul_one]
```

## (c) From the expansion to a weighted sum

Under the same hypotheses, with $MQ=PW$, evaluate $d^TMd$.

Insert the expansion and move $P$ to the left factor:

$$d^TMd=d^TPWP^Td=(P^Td)^TW(P^Td)=\sum_i w_i\,(P^Td)_i^2.$$

The rewrites with `mulVec` make the same move, and the last line compares the sums term by term.

```lean
/-- Biorthonormal modes with `M Q = P W` have an energy-weighted sum of squared transition
amplitudes equal to the quadratic form of `M`. -/
theorem energy_weighted_sum {M P Q : Matrix n n ℝ} {w : n → ℝ} (hPQ : Pᵀ * Q = 1)
    (hM : M * Q = P * diagonal w) (d : n → ℝ) :
    ∑ i, w i * ((Pᵀ *ᵥ d) i) ^ 2 = d ⬝ᵥ (M *ᵥ d) := by
  rw [← (mode_expansion_iff hPQ).mp hM, ← Matrix.mulVec_mulVec, ← Matrix.mulVec_mulVec,
    Matrix.dotProduct_mulVec, ← Matrix.mulVec_transpose]
  simp only [dotProduct, Matrix.mulVec_diagonal]
  exact Finset.sum_congr rfl fun i _ => by ring
```

## (d) The sum rule

Show that RPA modes with $P^TQ=1$ satisfy $\sum_i w_i(P^Td)_i^2=d^T(A-B)d$.

By (a), $M=A-B$ satisfies the hypothesis of (c). In code, the test compares `sum(w * (P.T @ d)**2)` with `d @ (A - B) @ d`, once for each Cartesian component of the dipole.

```lean
/-- **Thouless sum rule.** For biorthonormal RPA modes, the energy-weighted sum of the squared
transition amplitudes of a real dipole vector `d` is `dᵀ (A - B) d`. -/
theorem thouless_sum_rule {A B X Y : Matrix n n ℝ} {w : n → ℝ}
    (h : IsRPASolution A B X Y w) (hN : (X + Y)ᵀ * (X - Y) = 1) (d : n → ℝ) :
    ∑ i, w i * (((X + Y)ᵀ *ᵥ d) i) ^ 2 = d ⬝ᵥ ((A - B) *ᵥ d) :=
  energy_weighted_sum hN h.reduced.1 d
```

## (e) The companion rule

Show that RPA modes with $P^TQ=1$ also satisfy $\sum_i w_i(Q^Td)_i^2=d^T(A+B)d$.

Transposing $P^TQ=1$ gives $Q^TP=1$. Part (c) then applies with $P$ and $Q$ exchanged and $M=A+B$, by the second equation of (a).

A neighbouring result follows by hand, though the file does not state it. The companion expansion is $QWQ^T=A+B$. If no frequency vanishes, inverting it with $Q^{-1}=P^T$ gives $PW^{-1}P^T=(A+B)^{-1}$, hence

$$\sum_i \frac{(P^Td)_i^2}{w_i}=d^T(A+B)^{-1}d,$$

which is half the static RPA polarisability along the chosen direction, in atomic units.

```lean
/-- The companion rule for transition amplitudes formed with `X - Y`: their energy-weighted sum
is `dᵀ (A + B) d`. -/
theorem companion_sum_rule {A B X Y : Matrix n n ℝ} {w : n → ℝ}
    (h : IsRPASolution A B X Y w) (hN : (X + Y)ᵀ * (X - Y) = 1) (d : n → ℝ) :
    ∑ i, w i * (((X - Y)ᵀ *ᵥ d) i) ^ 2 = d ⬝ᵥ ((A + B) *ᵥ d) := by
  have hN' : (X - Y)ᵀ * (X + Y) = 1 := by
    have e := congrArg Matrix.transpose hN
    rwa [Matrix.transpose_mul, Matrix.transpose_transpose, Matrix.transpose_one] at e
  exact energy_weighted_sum hN' h.reduced.2 d
```

## (f) The stability matrix

For RPA modes with $P^TQ=1$, write twice the sum in (d) as a quadratic form of the full stability matrix.

Acting on $(d,-d)$, the block matrix gives

$$\begin{pmatrix}A&B\\B&A\end{pmatrix}\begin{pmatrix}d\\-d\end{pmatrix}=\begin{pmatrix}(A-B)d\\-(A-B)d\end{pmatrix}.$$

The product with $(d,-d)$ is $2d^T(A-B)d$. The local fact `split` separates the dot product into its two blocks.

Thouless's theorem is usually stated with the Hartree–Fock expectation value of the double commutator $[D,[H,D]]$ of the dipole operator $D$ with the Hamiltonian $H$. The quadratic form here is its matrix counterpart; the Lean statement starts from matrices and contains no operators.

```lean
/-- Twice the energy-weighted sum is the quadratic form of the full RPA stability matrix
on the vector `(d, -d)`. -/
theorem sum_rule_stability_matrix {A B X Y : Matrix n n ℝ} {w : n → ℝ}
    (h : IsRPASolution A B X Y w) (hN : (X + Y)ᵀ * (X - Y) = 1) (d : n → ℝ) :
    2 * ∑ i, w i * (((X + Y)ᵀ *ᵥ d) i) ^ 2 =
      Sum.elim d (-d) ⬝ᵥ (fromBlocks A B B A *ᵥ Sum.elim d (-d)) := by
  have split : ∀ u v : n → ℝ,
      Sum.elim d (-d) ⬝ᵥ Sum.elim u v = d ⬝ᵥ u + (-d) ⬝ᵥ v := by
    intro u v
    simp only [dotProduct, Fintype.sum_sum_type, Sum.elim_inl, Sum.elim_inr]
  rw [thouless_sum_rule h hN, Matrix.fromBlocks_mulVec, split]
  simp only [Sum.elim_comp_inl, Sum.elim_comp_inr, Matrix.mulVec_neg, dotProduct_add,
    neg_dotProduct, dotProduct_neg, Matrix.sub_mulVec, dotProduct_sub]
  ring
```

## (g) Exchanging the order of an overlap

Let $S^T=S$ and $SQ=PW$. Show that $(Q^TP)_{ij}\,w_j=w_i\,(P^TQ)_{ij}$.

Evaluate $Q^TSQ$ in two ways. Acting to the right, it is $Q^TPW$; acting to the left, it is $(SQ)^TQ=WP^TQ$. The claim is entry $(i,j)$ of this equality.

```lean
/-- A symmetric matrix `S` with `S Q = P W` relates the overlaps of the modes `P` and `Q`
taken in the two orders. -/
theorem overlap_exchange {S P Q : Matrix n n ℝ} {w : n → ℝ} (hS : Sᵀ = S)
    (h : S * Q = P * diagonal w) (i j : n) :
    (Qᵀ * P) i j * w j = w i * (Pᵀ * Q) i j := by
  have key : Qᵀ * P * diagonal w = diagonal w * (Pᵀ * Q) := by
    calc Qᵀ * P * diagonal w = Qᵀ * (S * Q) := by rw [h, Matrix.mul_assoc]
      _ = (S * Q)ᵀ * Q := by rw [Matrix.transpose_mul, hS, Matrix.mul_assoc]
      _ = diagonal w * (Pᵀ * Q) := by
        rw [h, Matrix.transpose_mul, Matrix.diagonal_transpose, Matrix.mul_assoc]
  have e := congrFun (congrFun key i) j
  simpa only [Matrix.mul_diagonal, Matrix.diagonal_mul] using e
```

## (h) Biorthogonality

For symmetric $A$ and $B$, show that $(P^TQ)_{ij}=0$ when $w_i^2\neq w_j^2$.

Apply (g) to $A-B$, and then to $A+B$ with $P$ and $Q$ exchanged:

$$(Q^TP)_{ij}w_j=w_i(P^TQ)_{ij},\qquad (P^TQ)_{ij}w_j=w_i(Q^TP)_{ij}.$$

Therefore

$$w_i^2(P^TQ)_{ij}=w_iw_j(Q^TP)_{ij}=w_j^2(P^TQ)_{ij}.$$

The difference of squares is nonzero, so the overlap vanishes. `linear_combination` carries out this elimination.

```lean
/-- For symmetric `A` and `B`, RPA modes with different squared frequencies are biorthogonal. -/
theorem modes_biorthogonal {A B X Y : Matrix n n ℝ} {w : n → ℝ}
    (h : IsRPASolution A B X Y w) (hA : Aᵀ = A) (hB : Bᵀ = B) {i j : n}
    (hw : w i ^ 2 ≠ w j ^ 2) : ((X + Y)ᵀ * (X - Y)) i j = 0 := by
  have e1 := overlap_exchange (by rw [Matrix.transpose_sub, hA, hB]) h.reduced.1 i j
  have e2 := overlap_exchange (by rw [Matrix.transpose_add, hA, hB]) h.reduced.2 i j
  -- combining both exchanges, the overlap is multiplied by the difference of squares
  have e3 : (w i ^ 2 - w j ^ 2) * ((X + Y)ᵀ * (X - Y)) i j = 0 := by
    linear_combination (-w i) * e1 - w j * e2
  exact (mul_eq_zero.mp e3).resolve_left (sub_ne_zero.mpr hw)
```

## (i) Normalising each mode separately

For symmetric $A$, $B$ and pairwise different $w_i^2$, derive the sum rule from $\sum_a(X_{ai}^2-Y_{ai}^2)=1$ for every $i$.

The diagonal entries of $P^TQ$ are $\sum_a(X_{ai}+Y_{ai})(X_{ai}-Y_{ai})=1$, and the others vanish by (h). Thus $P^TQ=1$, and (d) applies. Within a degenerate level, normalising each mode separately does not guarantee $P^TQ=1$, so biorthonormality has to be checked or imposed before (d) is used.

```lean
/-- The Thouless sum rule for symmetric `A`, `B` and pairwise different squared frequencies,
with each mode normalised by its forward minus backward weight. -/
theorem thouless_sum_rule_nondegenerate {A B X Y : Matrix n n ℝ} {w : n → ℝ}
    (h : IsRPASolution A B X Y w) (hA : Aᵀ = A) (hB : Bᵀ = B)
    (hw : ∀ i j, i ≠ j → w i ^ 2 ≠ w j ^ 2)
    (hnorm : ∀ i, ∑ a, (X a i ^ 2 - Y a i ^ 2) = 1) (d : n → ℝ) :
    ∑ i, w i * (((X + Y)ᵀ *ᵥ d) i) ^ 2 = d ⬝ᵥ ((A - B) *ᵥ d) := by
  refine thouless_sum_rule h ?_ d
  ext i j
  by_cases hij : i = j
  · subst hij
    rw [Matrix.one_apply_eq]
    refine Eq.trans ?_ (hnorm i)
    simp only [Matrix.mul_apply, Matrix.transpose_apply, Matrix.add_apply, Matrix.sub_apply]
    exact Finset.sum_congr rfl fun a _ => by ring
  · rw [Matrix.one_apply_ne hij]
    exact modes_biorthogonal h hA hB (hw i j hij)
```

## (j) Two coupled modes

Check an example with frequencies 1 and 2 and nonzero backward amplitudes. The numbers are chosen for easy arithmetic and do not describe a molecule: in RPA built on Hartree–Fock spin orbitals, the diagonal of $B$ is zero.

For the matrices in `rpa_witness`,

$$P=\begin{pmatrix}1&1\\0&1\end{pmatrix},\quad Q=\begin{pmatrix}1&0\\-1&1\end{pmatrix},\quad A-B=\begin{pmatrix}3&2\\2&2\end{pmatrix},\quad A+B=\begin{pmatrix}1&-1\\-1&3\end{pmatrix}.$$

Multiplication gives $P^TQ=1$, and

$$(A-B)Q=\begin{pmatrix}1&2\\0&2\end{pmatrix}=PW,\qquad (A+B)P=\begin{pmatrix}1&0\\-1&2\end{pmatrix}=QW.$$

Half the sum and half the difference of these two equations return the original RPA equations. For $d=(1,0)$ the sum rule reads $1\cdot1^2+2\cdot1^2=3$. Lean checks the RPA equations and the biorthonormality entry by entry.

```lean
/-- Two coupled modes with frequencies 1 and 2 and nonzero backward amplitudes solve the RPA
equations and are biorthonormal. -/
theorem rpa_witness :
    IsRPASolution !![2, 1/2; 1/2, 5/2] !![-1, -3/2; -3/2, 1/2]
      !![1, 1/2; -1/2, 1] !![0, 1/2; 1/2, 0] ![1, 2] ∧
    ((!![1, 1/2; -1/2, 1] + !![0, 1/2; 1/2, 0] : Matrix (Fin 2) (Fin 2) ℝ)ᵀ *
      (!![1, 1/2; -1/2, 1] - !![0, 1/2; 1/2, 0]) = 1) := by
  refine ⟨⟨?_, ?_⟩, ?_⟩ <;> ext i j <;> fin_cases i <;> fin_cases j <;>
    simp [Matrix.mul_apply, Fin.sum_univ_two, Matrix.diagonal_apply,
      Matrix.vecMul_diagonal] <;> norm_num

end ThoulessSumRule
```

```lean
#print axioms ThoulessSumRule.thouless_sum_rule
-- 'ThoulessSumRule.thouless_sum_rule' depends on axioms: [propext, Classical.choice, Quot.sound]
#print axioms ThoulessSumRule.companion_sum_rule
-- 'ThoulessSumRule.companion_sum_rule' depends on axioms: [propext, Classical.choice, Quot.sound]
#print axioms ThoulessSumRule.sum_rule_stability_matrix
-- 'ThoulessSumRule.sum_rule_stability_matrix' depends on axioms: [propext, Classical.choice, Quot.sound]
#print axioms ThoulessSumRule.thouless_sum_rule_nondegenerate
-- 'ThoulessSumRule.thouless_sum_rule_nondegenerate' depends on axioms: [propext, Classical.choice, Quot.sound]
```
